# Every complex square matrix, singular or not, is a unitary matrix times a positive semidefinite one

When I follow orbitals along a geometry scan, I rotate the new occupied orbitals ψ_j at each step so that they match the old ones φ_i. I compute the overlap matrix M_ij = ⟨φ_i|ψ_j⟩, factor it as M = U H with U unitary and H Hermitian positive semidefinite, and rotate the ψ_j by U†. The overlap matrix then becomes M U† = U H U†, which is again Hermitian and positive semidefinite.

I get U from the formula U = M (M†M)^(−1/2). At one geometry an occupied orbital is replaced by one of a different symmetry, so that det M = 0 and the inverse square root doesn't exist. Has the alignment itself failed there, or only my formula?

## The unitary factor survives, but part of it becomes arbitrary

Only the formula has failed. A factorisation M = U H exists for every complex square M. When M is singular, though, M no longer fixes U: some combination of the new occupied orbitals is orthogonal to all the old ones, and the overlaps leave its phase free. If there are several independent combinations of this kind, any unitary rotation among them is free as well.

Write A for the matrix, of size n × n. The matrix A†A is positive semidefinite, because x†A†A x = ‖A x‖² ≥ 0. It therefore has a positive semidefinite square root H, with H† = H and

H†H = H² = A†A.

For every vector x this gives

‖H x‖² = x†H†H x = x†A†A x = ‖A x‖².

Now define a map W on the range of H by

W(H x) = A x.

The definition is consistent: if H x = H y, then ‖A(x − y)‖ = ‖H(x − y)‖ = 0, so A x = A y. The map is linear and preserves length.

It remains to define W on the rest of the space. Since W is injective on the range of H and maps it onto the range of A, the two ranges have the same dimension r. Their orthogonal complements both have dimension n − r. Choose an orthonormal basis in each complement and let W send one basis to the other. For s in the range of H and t orthogonal to it, W s and W t are orthogonal, so

‖W(s + t)‖² = ‖W s‖² + ‖W t‖² = ‖s‖² + ‖t‖² = ‖s + t‖².

Let U be the matrix of W. A linear map that preserves lengths also preserves inner products, by polarisation. With e_i the standard basis vectors,

(U†U)_ij = ⟨U e_i, U e_j⟩ = ⟨e_i, e_j⟩ = δ_ij,

so U is unitary. Since U H x = A x for all x, A = U H. No inverse was taken.

## A reflection that H cannot see

The freedom in choosing W on the complement can be made explicit. Let A = U H with det A = 0. Then H = U†A, so det H = 0 and there is a vector v ≠ 0 with H v = 0. Set

P = v v† / (v†v),  R = 1 − 2P.

P is the projector onto v, so P† = P and P² = P. Because H is Hermitian, v†H = (H v)† = 0, and hence P H = 0. It follows that

R†R = 1 − 4P + 4P² = 1,  R H = H.

So V = U R is unitary and V H = U H = A. If V were equal to U, then R = 1 and P = 0, which contradicts P v = v ≠ 0.

A small example of such a geometry has two occupied orbitals. Suppose that ψ_2 = φ_1, while ψ_1 is orthogonal to both old orbitals and φ_2 to both new ones. With matrix rows separated by semicolons,

M = [0 1; 0 0],  H = [0 0; 0 1],  U = [0 1; c 0],  |c| = 1.

Rotating by U† puts ψ_2 in the first place, where it matches φ_1, and c* ψ_1 in the second. The phase c of the newcomer is free.

## What the Lean theorems say

`polar_decomposition` takes any `A : Matrix n n ℂ`, where `n` is a finite index type that labels the orbitals, and gives a `U` in `Matrix.unitaryGroup n ℂ` and an `H` with `H.PosSemidef` such that `A = U * H`. There is no condition on the determinant. In Mathlib `PosSemidef` includes being Hermitian. The unitary factor stands on the left, and `H` is the positive factor, not a Hamiltonian.

`unitary_factor_not_unique` starts from a given factorisation `A = U * H` with `A.det = 0`, and supplies a unitary `V ≠ U` with the same `H`. It asks only that `H` be Hermitian, which is weaker than positive semidefinite. `ladder_polar` is the two-orbital example, whose matrix is also that of a two-level ladder operator; it holds for each complex `c` with `‖c‖ = 1`.

In the code `Aᴴ` is A†, and `star` on a matrix means the same. `M *ᵥ x` is a matrix acting on a vector, and `x ⬝ᵥ y` is the sum of products without conjugation, so that the inner product is `star x ⬝ᵥ y`, conjugated in the first argument. State vectors live in `EuclideanSpace ℂ n`, which carries the usual Hilbert-space norm.

For electronic structure, the result guarantees an aligning rotation between two finite orbital sets of equal size, even where their overlap matrix is singular. The theorems begin with the matrix: that its entries are the overlaps of your orbitals, computed with the overlaps between the atomic orbitals of the two geometries, is for the calculation to ensure. They also give no rule for choosing among the allowed U where M is singular, and no choice removes the zero overlap: the new occupied space still contains an orbital orthogonal to all the old ones.

```lean
import Mathlib

open Matrix
open scoped ComplexOrder MatrixOrder

namespace SingularPolarDecomposition

variable {n : Type*} [Fintype n]

/-- The operator on the Hilbert space `ℂⁿ` given by a square matrix. -/
noncomputable def toOperator (M : Matrix n n ℂ) :
    EuclideanSpace ℂ n →ₗ[ℂ] EuclideanSpace ℂ n where
  toFun x := WithLp.toLp 2 (M *ᵥ x.ofLp)
  map_add' x y := by simp [Matrix.mulVec_add]
  map_smul' c x := by simp [Matrix.mulVec_smul]

/-- The inner product of two state vectors is the sum of products of conjugated and
plain amplitudes. -/
theorem inner_eq_dotProduct (x y : n → ℂ) :
    inner ℂ (WithLp.toLp 2 x : EuclideanSpace ℂ n) (WithLp.toLp 2 y) = star x ⬝ᵥ y :=
  (EuclideanSpace.inner_eq_star_dotProduct _ _).trans (dotProduct_comm _ _)

/-- If two operators on a finite-dimensional Hilbert space give vectors of equal length
from every state, the map `b x ↦ a x` extends from the range of `b` to an isometry of the
whole space. -/
theorem exists_isometry_extension {E : Type*} [NormedAddCommGroup E]
    [InnerProductSpace ℂ E] [FiniteDimensional ℂ E] (a b : E →ₗ[ℂ] E)
    (h : ∀ x, ‖b x‖ = ‖a x‖) : ∃ W : E →ₗᵢ[ℂ] E, ∀ x, W (b x) = a x := by
  -- choose linearly a preimage `g s` of each vector `s` in the range of `b`
  obtain ⟨g, hg⟩ :=
    b.rangeRestrict.exists_rightInverse_of_surjective b.range_rangeRestrict
  have hbg : ∀ s : LinearMap.range b, b (g s) = s := fun s =>
    congrArg Subtype.val (LinearMap.congr_fun hg s)
  let L : LinearMap.range b →ₗᵢ[ℂ] E := ⟨a ∘ₗ g, fun s => by
    change ‖a (g s)‖ = ‖(s : E)‖
    rw [← h, hbg]⟩
  refine ⟨L.extend, fun x => ?_⟩
  have e : L.extend (b x) = a (g ⟨b x, LinearMap.mem_range_self b x⟩) :=
    L.extend_apply ⟨b x, LinearMap.mem_range_self b x⟩
  -- the choice of preimage does not matter, since `a` vanishes where `b` does
  rw [e, ← sub_eq_zero, ← map_sub, ← norm_eq_zero, ← h, map_sub, hbg]
  simp

/-- Matrices with the same Gram matrix `Aᴴ A = Bᴴ B` send each state to vectors of
equal length. -/
theorem norm_eq_of_gram_eq {A B : Matrix n n ℂ} (h : Aᴴ * A = Bᴴ * B)
    (x : EuclideanSpace ℂ n) : ‖toOperator B x‖ = ‖toOperator A x‖ := by
  have key : ∀ M : Matrix n n ℂ, inner ℂ (toOperator M x) (toOperator M x)
      = star x.ofLp ⬝ᵥ ((Mᴴ * M) *ᵥ x.ofLp) := fun M => by
    refine (inner_eq_dotProduct _ _).trans ?_
    rw [Matrix.star_mulVec, ← Matrix.dotProduct_mulVec, Matrix.mulVec_mulVec]
  rw [norm_eq_sqrt_re_inner (𝕜 := ℂ) (toOperator B x),
    norm_eq_sqrt_re_inner (𝕜 := ℂ) (toOperator A x), key, key, h]

variable [DecidableEq n]

/-- Two square matrices with the same Gram matrix differ by a unitary factor on the left,
even when they are singular. -/
theorem exists_unitary_of_gram_eq {A B : Matrix n n ℂ} (h : Aᴴ * A = Bᴴ * B) :
    ∃ U ∈ Matrix.unitaryGroup n ℂ, A = U * B := by
  obtain ⟨W, hW⟩ := exists_isometry_extension (toOperator A) (toOperator B)
    (norm_eq_of_gram_eq h)
  -- the matrix of the extended isometry
  let f : (n → ℂ) →ₗ[ℂ] (n → ℂ) :=
    { toFun := fun y => (W (WithLp.toLp 2 y)).ofLp
      map_add' := fun x y => by simp
      map_smul' := fun c x => by simp }
  let U : Matrix n n ℂ := LinearMap.toMatrix' f
  have hU : ∀ y, U *ᵥ y = (W (WithLp.toLp 2 y)).ofLp := fun y =>
    LinearMap.toMatrix'_mulVec f y
  refine ⟨U, ?_, ?_⟩
  · -- preserved inner products of basis states make the columns orthonormal
    rw [Matrix.mem_unitaryGroup_iff']
    ext i j
    have hin : star (U *ᵥ Pi.single i 1) ⬝ᵥ (U *ᵥ Pi.single j 1)
        = star (Pi.single i 1 : n → ℂ) ⬝ᵥ Pi.single j 1 := by
      rw [hU, hU, ← inner_eq_dotProduct, ← inner_eq_dotProduct]
      exact W.inner_map_map _ _
    rw [Matrix.mulVec_single_one, Matrix.mulVec_single_one] at hin
    refine Eq.trans (show (star U * U) i j = star (U.col i) ⬝ᵥ U.col j from rfl)
      (hin.trans ?_)
    rcases eq_or_ne i j with rfl | hij
    · simp
    · simp [hij, hij.symm]
  · have hv : ∀ x, A *ᵥ x = (U * B) *ᵥ x := fun x => by
      rw [← Matrix.mulVec_mulVec, hU]
      exact (congrArg WithLp.ofLp (hW (WithLp.toLp 2 x))).symm
    ext i j
    have hij := congrFun (hv (Pi.single j 1)) i
    rw [Matrix.mulVec_single_one, Matrix.mulVec_single_one] at hij
    exact hij

/-- Polar decomposition: every complex square matrix, invertible or not, is a unitary
matrix times a Hermitian positive semidefinite one. -/
theorem polar_decomposition (A : Matrix n n ℂ) :
    ∃ U ∈ Matrix.unitaryGroup n ℂ, ∃ H : Matrix n n ℂ, H.PosSemidef ∧ A = U * H := by
  have h0 : 0 ≤ Aᴴ * A :=
    Matrix.nonneg_iff_posSemidef.mpr (Matrix.posSemidef_conjTranspose_mul_self A)
  have hH : (CFC.sqrt (Aᴴ * A)).PosSemidef :=
    Matrix.nonneg_iff_posSemidef.mp (CFC.sqrt_nonneg _)
  -- the positive square root has the same Gram matrix as `A`
  have hg : Aᴴ * A = (CFC.sqrt (Aᴴ * A))ᴴ * CFC.sqrt (Aᴴ * A) := by
    rw [hH.isHermitian.eq, CFC.sqrt_mul_sqrt_self _ h0]
  obtain ⟨U, hU, hA⟩ := exists_unitary_of_gram_eq hg
  exact ⟨U, hU, _, hH, hA⟩

/-- If a singular matrix is a unitary `U` times a Hermitian `H`, then a second, different
unitary matrix serves equally well with the same `H`. -/
theorem unitary_factor_not_unique {A U H : Matrix n n ℂ} (hdet : A.det = 0)
    (hU : U ∈ Matrix.unitaryGroup n ℂ) (hH : H.IsHermitian) (hA : A = U * H) :
    ∃ V ∈ Matrix.unitaryGroup n ℂ, V ≠ U ∧ A = V * H := by
  have hUU : star U * U = 1 := Matrix.mem_unitaryGroup_iff'.mp hU
  have hHdet : H.det = 0 := by
    have e : H = star U * A := by rw [hA, ← mul_assoc, hUU, one_mul]
    rw [e, Matrix.det_mul, hdet, mul_zero]
  obtain ⟨v, hv, hHv⟩ := Matrix.exists_mulVec_eq_zero_iff.mpr hHdet
  have hs : star v ⬝ᵥ v ≠ 0 := fun h => hv (dotProduct_star_self_eq_zero.mp h)
  have hss : star (star v ⬝ᵥ v) = star v ⬝ᵥ v := by
    simp [dotProduct, mul_comm]
  -- `Q` is `v v†`; divided by `v† v` it gives the projector `P` onto the null vector `v`
  obtain ⟨Q, hQ⟩ : ∃ Q, Q = Matrix.vecMulVec v (star v) := ⟨_, rfl⟩
  have hQQ : Q * Q = (star v ⬝ᵥ v) • Q := by
    ext i j
    simp only [hQ, Matrix.mul_apply, Matrix.vecMulVec_apply, Matrix.smul_apply,
      smul_eq_mul, dotProduct, Finset.sum_mul]
    exact Finset.sum_congr rfl fun k _ => by ring
  have hQs : star Q = Q := by
    ext i j
    simp [hQ, Matrix.star_apply, Matrix.vecMulVec_apply, mul_comm]
  have hQH : Q * H = 0 := by
    have hz : star v ᵥ* H = 0 := by
      have e := Matrix.star_mulVec H v
      rw [hHv, hH.eq, star_zero] at e
      exact e.symm
    ext i j
    have hk : ∑ k, (star v) k * H k j = 0 := congrFun hz j
    simp only [hQ, Matrix.mul_apply, Matrix.vecMulVec_apply, mul_assoc,
      ← Finset.mul_sum, hk, mul_zero, Matrix.zero_apply]
  obtain ⟨P, hP⟩ : ∃ P, P = (star v ⬝ᵥ v)⁻¹ • Q := ⟨_, rfl⟩
  have hPP : P * P = P := by
    rw [hP, smul_mul_assoc, mul_smul_comm, hQQ, smul_smul (star v ⬝ᵥ v)⁻¹ (star v ⬝ᵥ v),
      inv_mul_cancel₀ hs, one_smul]
  have hPs : star P = P := by rw [hP, star_smul, hQs, star_inv₀, hss]
  have hPH : P * H = 0 := by rw [hP, smul_mul_assoc, hQH, smul_zero]
  -- the reflection `1 - 2P` is unitary and leaves `H` unchanged
  have hR : 1 - (P + P) ∈ Matrix.unitaryGroup n ℂ := by
    rw [Matrix.mem_unitaryGroup_iff, star_sub, star_add, star_one, hPs]
    have e : (1 - (P + P)) * (1 - (P + P)) = 1 - 4 • P + 4 • (P * P) := by noncomm_ring
    rw [e, hPP, sub_add_cancel]
  refine ⟨U * (1 - (P + P)), mul_mem hU hR, fun h => ?_, ?_⟩
  · have h1 : 1 - (P + P) = 1 := by
      calc 1 - (P + P) = star U * (U * (1 - (P + P))) := by
            rw [← mul_assoc, hUU, one_mul]
        _ = 1 := by rw [h, hUU]
    have h2 : (2 : ℂ) • P = 0 := by rw [two_smul]; exact sub_eq_self.mp h1
    have h3 : P = 0 := (smul_eq_zero.mp h2).resolve_left two_ne_zero
    have h4 : Q = 0 := (smul_eq_zero.mp (hP.symm.trans h3)).resolve_left (inv_ne_zero hs)
    apply hv
    ext i
    have h5 := congrFun (congrFun (hQ.symm.trans h4) i) i
    simpa [Matrix.vecMulVec_apply] using h5
  · rw [mul_assoc, sub_mul, add_mul, hPH, one_mul, add_zero, sub_zero, hA]

/-- The two-level ladder matrix has a polar decomposition for every phase `c` of modulus
one, always with the same positive semidefinite factor. -/
theorem ladder_polar (c : ℂ) (hc : ‖c‖ = 1) :
    !![0, 1; c, 0] ∈ Matrix.unitaryGroup (Fin 2) ℂ ∧
    (!![0, 0; 0, 1] : Matrix (Fin 2) (Fin 2) ℂ).PosSemidef ∧
    (!![0, 1; 0, 0] : Matrix (Fin 2) (Fin 2) ℂ) = !![0, 1; c, 0] * !![0, 0; 0, 1] := by
  refine ⟨?_, ?_, ?_⟩
  · rw [Matrix.mem_unitaryGroup_iff]
    ext i j
    fin_cases i <;> fin_cases j <;>
      simp [Matrix.mul_apply, Fin.sum_univ_two, Matrix.star_apply, Complex.mul_conj,
        Complex.normSq_eq_norm_sq, hc]
  · have h := Matrix.posSemidef_conjTranspose_mul_self
      (!![0, 0; 0, 1] : Matrix (Fin 2) (Fin 2) ℂ)
    have e : (!![0, 0; 0, 1] : Matrix (Fin 2) (Fin 2) ℂ)ᴴ * !![0, 0; 0, 1]
        = !![0, 0; 0, 1] := by
      ext i j
      fin_cases i <;> fin_cases j <;> simp [Matrix.mul_apply, Fin.sum_univ_two]
    rwa [e] at h
  · ext i j
    fin_cases i <;> fin_cases j <;> simp [Matrix.mul_apply, Fin.sum_univ_two]

end SingularPolarDecomposition
```

```lean
#print axioms SingularPolarDecomposition.polar_decomposition
#print axioms SingularPolarDecomposition.unitary_factor_not_unique
#print axioms SingularPolarDecomposition.ladder_polar
```

```
'SingularPolarDecomposition.polar_decomposition' depends on axioms: [propext, Classical.choice, Quot.sound]
'SingularPolarDecomposition.unitary_factor_not_unique' depends on axioms: [propext, Classical.choice, Quot.sound]
'SingularPolarDecomposition.ladder_polar' depends on axioms: [propext, Classical.choice, Quot.sound]
```

## From equal lengths to a unitary matrix

`exists_isometry_extension` is the construction of W, for two operators `a` and `b` with `‖b x‖ = ‖a x‖`; in the derivation above, `b` is H and `a` is A. The proof chooses a linear map `g` that picks a preimage under `b` for each vector in the range of `b`, and defines the isometry `L` on that range as `a` after `g`. Mathlib's `L.extend` does the work of matching the orthogonal complements. The closing rewrite shows that the choice of preimage is harmless: the difference a(g(b x)) − a x has the same length as b(g(b x)) − b x, which is zero.

`norm_eq_of_gram_eq` supplies the equal lengths. Its inner statement `key` is the identity ⟨M x, M x⟩ = x†M†M x, here for an arbitrary matrix M, and the two norms agree because the two Gram matrices do.

`exists_unitary_of_gram_eq` joins these two results and turns the isometry into a matrix. It is a little more general than the polar decomposition: any two square matrices with `Aᴴ * A = Bᴴ * B` are related by `A = U * B`. Unitarity is checked entry by entry, since column i of `U` is the image of the basis vector `Pi.single i 1` and `W.inner_map_map` preserves inner products. The equation `A = U * B` is checked column by column in the same way.

`polar_decomposition` then takes `B` to be `CFC.sqrt (Aᴴ * A)`, the positive square root from the functional calculus. The step `hg` is H†H = A†A, obtained from H† = H and H² = A†A.

In `unitary_factor_not_unique`, `hHdet` gives det H = 0 and `Matrix.exists_mulVec_eq_zero_iff` yields the null vector `v`, which is not normalised. The matrix `Q` is v v†, with Q² = (v†v) Q, and `P` is `Q` divided by v†v. The facts `hPP`, `hPs` and `hPH` are P² = P, P† = P and P H = 0. The reflection appears as `1 - (P + P)`; `noncomm_ring` expands its square, and P² = P reduces the result to 1. To show V ≠ U, the proof assumes equality, deduces P = 0 and then Q = 0, and reads off from the diagonal entries |v_i|² = 0 that v vanishes, a contradiction.

`ladder_polar` is verified on the four matrix entries. Positivity of the diagonal matrix D = [0 0; 0 1] comes from D†D = D, since any matrix of the form D†D is positive semidefinite.
